# The Fourier transform of the interaction exp(−κ|x|) on a line is a Lorentzian

Two particles on an infinite line interact through exp(−κ|x|), where |x| is their distance and κ > 0. The theorem `interactionFT_eq` states that the Fourier transform of this interaction at any real momentum transfer q is 2κ/(κ² + q²). The transform is taken as the integral of exp(−κ|x|) cos(qx) over the whole line, with no prefactor. The proof uses evenness to turn this into twice an integral over the half-line x > 0, which it evaluates with an explicit antiderivative that tends to zero at infinity.

The first attempt, which Lean rejects:

```lean
import Mathlib

open MeasureTheory Set Filter Topology

namespace FermiSeaExchange

noncomputable section

/-- The interaction `exp(-κ|x|)` of two particles at distance `|x|` on a line. -/
def interaction (κ x : ℝ) : ℝ := Real.exp (-κ * |x|)

/-- The Fourier transform of the interaction at momentum transfer `q`, written as a cosine
transform because the interaction is even; the domain is `κ > 0`. -/
def interactionFT (κ q : ℝ) : ℝ := ∫ x : ℝ, interaction κ x * Real.cos (q * x)

/-- The Fourier transform of `exp(-κ|x|)` is the Lorentzian `2κ/(κ² + q²)`. -/
theorem interactionFT_eq {κ : ℝ} (hκ : 0 < κ) (q : ℝ) :
    interactionFT κ q = 2 * κ / (κ ^ 2 + q ^ 2) := by
  have hD : κ ^ 2 + q ^ 2 ≠ 0 := by positivity
  have heven : ∀ x : ℝ, interaction κ x * Real.cos (q * x) =
      (fun y : ℝ => Real.exp (-κ * y) * Real.cos (q * y)) |x| := by
    intro x
    rcases abs_choice x with h | h <;> simp only [interaction, h, mul_neg, Real.cos_neg]
  have hint : IntegrableOn (fun y : ℝ => Real.exp (-κ * y) * Real.cos (q * y)) (Ioi 0) := by
    refine Integrable.mono' (exp_neg_integrableOn_Ioi 0 hκ)
      (Continuous.aestronglyMeasurable (by fun_prop)) (Eventually.of_forall fun y => ?_)
    rw [Real.norm_eq_abs, abs_mul, Real.abs_exp]
    exact mul_le_of_le_one_right (Real.exp_pos _).le (Real.abs_cos_le_one _)
  -- an explicit antiderivative on the half-line
  have hder : ∀ y : ℝ, HasDerivAt (fun y : ℝ => Real.exp (-κ * y) *
      (q * Real.sin (q * y) - κ * Real.cos (q * y)) / (κ ^ 2 + q ^ 2))
      (Real.exp (-κ * y) * Real.cos (q * y)) y := by
    intro y
    have h1 := ((hasDerivAt_id' y).const_mul (-κ)).exp
    have h2 := (hasDerivAt_id' y).const_mul q
    refine ((h1.fun_mul ((h2.sin.const_mul q).fun_sub (h2.cos.const_mul κ))).div_const
      (κ ^ 2 + q ^ 2)).congr_deriv ?_
    rw [div_eq_iff hD]
    ring
  -- the antiderivative is a bounded function times a decaying exponential
  have hexp : Tendsto (fun y : ℝ => Real.exp (-κ * y)) atTop (𝓝 0) :=
    Real.tendsto_exp_atBot.comp (tendsto_id.const_mul_atTop_of_neg (neg_lt_zero.mpr hκ))
  have hnum : Tendsto (fun y : ℝ => Real.exp (-κ * y) *
      (q * Real.sin (q * y) - κ * Real.cos (q * y))) atTop (𝓝 0) := by
    refine squeeze_zero_norm (a := fun y : ℝ => Real.exp (-κ * y) * (|q| + κ))
      (fun y => ?_) (by simpa using hexp.mul_const (|q| + κ))
    rw [norm_mul, Real.norm_of_nonneg (Real.exp_pos _).le]
    refine mul_le_mul_of_nonneg_left ?_ (Real.exp_pos _).le
    refine (norm_sub_le _ _).trans (add_le_add ?_ ?_)
    · rw [Real.norm_eq_abs, abs_mul]
      exact mul_le_of_le_one_right (abs_nonneg _) (Real.abs_sin_le_one _)
    · rw [Real.norm_eq_abs, abs_mul, abs_of_pos hκ]
      exact mul_le_of_le_one_right hκ.le (Real.abs_cos_le_one _)
  have hlim := hnum.div_const (κ ^ 2 + q ^ 2)
  have hhalf := integral_Ioi_of_hasDerivAt_of_tendsto' (fun y _ => hder y) hint hlim
  calc interactionFT κ q
      = ∫ x : ℝ, (fun y : ℝ => Real.exp (-κ * y) * Real.cos (q * y)) |x| :=
        integral_congr_ae (Eventually.of_forall heven)
    _ = 2 * ∫ y in Ioi (0 : ℝ), Real.exp (-κ * y) * Real.cos (q * y) := integral_comp_abs
    _ = 2 * κ / (κ ^ 2 + q ^ 2) := by
        rw [hhalf]
        simp only [mul_zero, Real.exp_zero, Real.sin_zero, Real.cos_zero]
        ring

end

end FermiSeaExchange
```

Lean reports:

```
Main.lean:59:72: error: Type mismatch
  integral_comp_abs
has type
  (@integral ℝ ℝ Real.normedAddCommGroup RCLike.toInnerProductSpaceReal.toNormedSpace
      Real.measureSpace.toMeasurableSpace volume fun x => ?m.854 |x|) =
    2 * ∫ (x : ℝ) in Ioi 0, ?m.854 x
but is expected to have type
  (@integral ℝ ℝ Real.normedAddCommGroup RCLike.toInnerProductSpaceReal.toNormedSpace
      Real.measureSpace.toMeasurableSpace volume fun x => (fun y => Real.exp (-κ * y) * Real.cos (q * y)) |x|) =
    2 * ∫ (y : ℝ) in Ioi 0, Real.exp (-κ * y) * Real.cos (q * y)
```

The error is in the step that replaces the integral over the line by twice the integral over the half-line. The lemma `integral_comp_abs` says this for any function `f` of `|x|`, and here Lean had to work out `f` for itself. The message shows that it did not: `?m.854`, the placeholder for `f`, is still unfilled on both sides, though the two types otherwise have the same shape.

On the left side the placeholder is applied to `|x|`, not to a plain variable, and matching a function's value at `|x|` does not in general determine the function. The integrand is written as a function applied to `|x|`, but that form is no sure guide, since Lean may carry out the application while matching and so lose sight of the function.

The repair supplies the function by name, with `(f := fun y : ℝ => Real.exp (-κ * y) * Real.cos (q * y))`. Lean then has only to check that the two statements agree, which they do. The line break before the lemma is mere layout.

After these edits no error is left:

```diff
@@ -57,5 +57,6 @@
       = ∫ x : ℝ, (fun y : ℝ => Real.exp (-κ * y) * Real.cos (q * y)) |x| :=
         integral_congr_ae (Eventually.of_forall heven)
-    _ = 2 * ∫ y in Ioi (0 : ℝ), Real.exp (-κ * y) * Real.cos (q * y) := integral_comp_abs
+    _ = 2 * ∫ y in Ioi (0 : ℝ), Real.exp (-κ * y) * Real.cos (q * y) :=
+        integral_comp_abs (f := fun y : ℝ => Real.exp (-κ * y) * Real.cos (q * y))
     _ = 2 * κ / (κ ^ 2 + q ^ 2) := by
         rw [hhalf]
```
